# For given H(u) and S(u), the second derivative of an ultrasoft orbital energy needs no second-order orbital response

## Where does the missing overlap term go?

Take a single basis function whose Hamiltonian element $h(u)$ and overlap $s(u)>0$ both change when an atom is displaced by $u$. The level is $e=h/s$, and differentiating $h=es$ twice gives

$$e''=\frac{h''-2e's'-es''}{s}.$$

The formula I have for ultrasoft pseudopotentials contains $e'S'$ only once, followed by a term with the orbital derivative $\psi'$. But one basis function has nothing to mix with, so what can $\psi'$ contribute? And why does a second derivative of the energy not contain $\psi''$?

## Normalization moves the orbital, and the gradient is free of $\psi'$

The response term is your missing $e's'$. With $\psi$ chosen real and positive, normalization requires $\psi=s^{-1/2}$, so $\psi'=-\frac{s'}{2s}\psi$ even without mixing. Since $e'=(h'-es')/s$,

$$2\psi'(h'-es')\psi=-\frac{s'}{s}\,\frac{h'-es'}{s}=-\frac{e's'}{s}.$$

In general, let $H(u)$ and $S(u)$ be Hermitian matrices, with $H\psi=eS\psi$, $\langle\psi,S\psi\rangle=1$ and $e$ real on an open set of displacements. In the ultrasoft method $S$ depends on $u$ because it contains projectors centred on the atoms, which move with them. For Hermitian $A(u)$, the product rule gives

$$\frac{d}{du}\mathrm{Re}\langle\psi,A\psi\rangle=\mathrm{Re}\langle\psi,A'\psi\rangle+2\,\mathrm{Re}\langle\psi',A\psi\rangle .$$

With $A=S$ the left side vanishes:

$$2\,\mathrm{Re}\langle\psi',S\psi\rangle+\mathrm{Re}\langle\psi,S'\psi\rangle=0. \tag{1}$$

With $A=H$ the left side is $e'$. Inserting $H\psi=eS\psi$ and then (1),

$$e'=\mathrm{Re}\langle\psi,H'\psi\rangle+2e\,\mathrm{Re}\langle\psi',S\psi\rangle=\mathrm{Re}\langle\psi,(H'-eS')\psi\rangle. \tag{2}$$

No $\psi'$ is left, so one more derivative cannot produce $\psi''$. The matrices $H'$ and $S'$ are again Hermitian, and the product rule applied to (2) gives

$$e''=\mathrm{Re}\langle\psi,(H''-e'S'-eS'')\psi\rangle+2\,\mathrm{Re}\langle\psi',(H'-eS')\psi\rangle. \tag{3}$$

The orbital response comes from a linear equation. Differentiating $(H-eS)\psi=0$ gives the generalized Sternheimer equation

$$(H-eS)\psi'=-R\psi,\qquad R=H'-e'S-eS'. \tag{4}$$

Let $\varphi$ be any other solution of (4) that obeys (1) in place of $\psi'$. Pair the equation for $\varphi$ with $\psi'$, and the equation for $\psi'$ with $\varphi$. Because $H-eS$ is Hermitian, the left sides have equal real parts, hence $\mathrm{Re}\langle\varphi,R\psi\rangle=\mathrm{Re}\langle\psi',R\psi\rangle$. Therefore

$$\mathrm{Re}\langle\varphi-\psi',(H'-eS')\psi\rangle=e'\,\mathrm{Re}\langle\varphi-\psi',S\psi\rangle=0,$$

where the last step uses (1) for both vectors. So $\varphi$ may replace $\psi'$ in (3). The level may be degenerate, provided $\psi$ itself belongs to a differentiable branch.

**What the Lean statement says.** The finite type `n` labels the basis functions, and `braket x A y` is $\langle x,Ay\rangle$, conjugate-linear in `x`. `OrbitalBranch` collects the conditions on the open set `U`; `H1`, `S1` and `ψ1` are the first derivatives, taken entry by entry. Differentiability of $\psi$ is assumed, while that of $e$ is proved. `S` need not be positive definite.

`force_constant` says that if `H1` and `S1` have derivatives `H2` and `S2` at `u`, then `deriv e` is differentiable there with the value (3). `force_constant_of_response` says the same with `φ` in place of `ψ1`; its hypotheses `hφ` and `hN` are (4) and (1) for `φ`. In these two names, "force constant" stands for the second derivative $e''$ of one orbital energy; the force constants of a crystal are second derivatives of its total energy.

These results concern one displacement coordinate and one eigenvalue of given finite matrices. A phonon calculation needs more: second derivatives of the self-consistent total energy, including mixed ones in pairs of displacements.

```lean
import Mathlib

open Matrix Topology

namespace UltrasoftLatticeDynamics

variable {n : Type*} [Fintype n]

/-- The matrix element `⟨x, A y⟩` of an operator between two orbitals. -/
def braket (x : n → ℂ) (A : Matrix n n ℂ) (y : n → ℂ) : ℂ := star x ⬝ᵥ A *ᵥ y

/-- An orbital `ψ(u)` with real energy `e(u)` that solves the generalized eigenvalue problem
`H ψ = e S ψ`, `⟨ψ, S ψ⟩ = 1` for all displacements `u` in an open set `U`. The matrices `H`, `S`
are Hermitian, and `H1`, `S1`, `ψ1` are the first derivatives of `H`, `S`, `ψ`. -/
structure OrbitalBranch (U : Set ℝ) (H S H1 S1 : ℝ → Matrix n n ℂ) (e : ℝ → ℝ)
    (ψ ψ1 : ℝ → n → ℂ) : Prop where
  isOpen : IsOpen U
  hermH : ∀ u ∈ U, (H u).IsHermitian
  hermS : ∀ u ∈ U, (S u).IsHermitian
  eigen : ∀ u ∈ U, H u *ᵥ ψ u = (e u : ℂ) • (S u *ᵥ ψ u)
  normalized : ∀ u ∈ U, braket (ψ u) (S u) (ψ u) = 1
  dH : ∀ u ∈ U, ∀ i j, HasDerivAt (fun t => H t i j) (H1 u i j) u
  dS : ∀ u ∈ U, ∀ i j, HasDerivAt (fun t => S t i j) (S1 u i j) u
  dψ : ∀ u ∈ U, ∀ i, HasDerivAt (fun t => ψ t i) (ψ1 u i) u

/-- A matrix element written out as a double sum over basis functions. -/
lemma braket_eq_sum (x : n → ℂ) (A : Matrix n n ℂ) (y : n → ℂ) :
    braket x A y = ∑ i, ∑ j, star (x i) * A i j * y j := by
  simp only [braket, dotProduct, Matrix.mulVec, Pi.star_apply, Finset.mul_sum, mul_assoc]

/-- The real part of a matrix element is linear in the operator, for a real coefficient `c`. -/
lemma re_braket_sub_smul (x y : n → ℂ) (A B : Matrix n n ℂ) (c : ℝ) :
    (braket x (A - (c : ℂ) • B) y).re = (braket x A y).re - c * (braket x B y).re := by
  have h : braket x (A - (c : ℂ) • B) y = braket x A y - (c : ℂ) * braket x B y := by
    simp only [braket_eq_sum, Matrix.sub_apply, Matrix.smul_apply, smul_eq_mul,
      Finset.mul_sum, ← Finset.sum_sub_distrib]
    refine Finset.sum_congr rfl fun i _ => Finset.sum_congr rfl fun j _ => ?_
    ring
  rw [h, Complex.sub_re, Complex.re_ofReal_mul]

/-- For a Hermitian operator, exchanging the two orbitals keeps the real part of the matrix
element. -/
lemma re_braket_comm {A : Matrix n n ℂ} (hA : A.IsHermitian) (x y : n → ℂ) :
    (braket x A y).re = (braket y A x).re := by
  have h : star (braket x A y) = braket y A x := by
    simp only [braket_eq_sum, star_sum, star_mul', star_star]
    rw [Finset.sum_comm]
    refine Finset.sum_congr rfl fun i _ => Finset.sum_congr rfl fun j _ => ?_
    rw [hA.apply i j]
    ring
  rw [← h]
  exact (Complex.conj_re _).symm

/-- Product rule for an expectation value: if `A` is Hermitian at `u`, then
`⟨ψ, A ψ⟩' = ⟨ψ, A' ψ⟩ + 2 Re ⟨ψ', A ψ⟩` for the real parts. -/
lemma hasDerivAt_expectation {A : ℝ → Matrix n n ℂ} {A1 : Matrix n n ℂ} {ψ : ℝ → n → ℂ}
    {ψ1 : n → ℂ} {u : ℝ} (hA : (A u).IsHermitian)
    (dA : ∀ i j, HasDerivAt (fun t => A t i j) (A1 i j) u)
    (dψ : ∀ i, HasDerivAt (fun t => ψ t i) (ψ1 i) u) :
    HasDerivAt (fun t => (braket (ψ t) (A t) (ψ t)).re)
      ((braket (ψ u) A1 (ψ u)).re + 2 * (braket ψ1 (A u) (ψ u)).re) u := by
  have h : HasDerivAt (fun t => braket (ψ t) (A t) (ψ t))
      (braket ψ1 (A u) (ψ u) + braket (ψ u) A1 (ψ u) + braket (ψ u) (A u) ψ1) u := by
    simp only [braket_eq_sum, ← Finset.sum_add_distrib]
    refine HasDerivAt.fun_sum fun i _ => HasDerivAt.fun_sum fun j _ => ?_
    exact (((dψ i).star.fun_mul (dA i j)).fun_mul (dψ j)).congr_deriv (by ring)
  have hr : HasDerivAt (fun t => (braket (ψ t) (A t) (ψ t)).re)
      (braket ψ1 (A u) (ψ u) + braket (ψ u) A1 (ψ u) + braket (ψ u) (A u) ψ1).re u :=
    Complex.reCLM.hasFDerivAt.comp_hasDerivAt u h
  refine hr.congr_deriv ?_
  rw [Complex.add_re, Complex.add_re, re_braket_comm hA (ψ u) ψ1]
  ring

omit [Fintype n] in
/-- The derivative of a matrix family that is Hermitian on an open set is Hermitian there. -/
lemma isHermitian_deriv {U : Set ℝ} (hU : IsOpen U) {A : ℝ → Matrix n n ℂ}
    {A1 : Matrix n n ℂ} {u : ℝ} (hu : u ∈ U) (hA : ∀ t ∈ U, (A t).IsHermitian)
    (dA : ∀ i j, HasDerivAt (fun t => A t i j) (A1 i j) u) : A1.IsHermitian := by
  refine Matrix.IsHermitian.ext fun i j => ?_
  have h : (fun t => A t i j) =ᶠ[𝓝 u] fun t => star (A t j i) := by
    filter_upwards [hU.mem_nhds hu] with t ht
    exact ((hA t ht).apply i j).symm
  exact ((dA j i).star.congr_of_eventuallyEq h).unique (dA i j)

namespace OrbitalBranch

variable {U : Set ℝ} {H S H1 S1 : ℝ → Matrix n n ℂ} {e : ℝ → ℝ} {ψ ψ1 : ℝ → n → ℂ} {u : ℝ}

/-- First-order normalization: `2 Re ⟨ψ', S ψ⟩ + ⟨ψ, S' ψ⟩ = 0`, with the real part taken in the
second term too. -/
theorem normalization_response (h : OrbitalBranch U H S H1 S1 e ψ ψ1) (hu : u ∈ U) :
    2 * (braket (ψ1 u) (S u) (ψ u)).re + (braket (ψ u) (S1 u) (ψ u)).re = 0 := by
  have hc : (fun t => (braket (ψ t) (S t) (ψ t)).re) =ᶠ[𝓝 u] fun _ => (1 : ℝ) := by
    filter_upwards [h.isOpen.mem_nhds hu] with t ht
    rw [h.normalized t ht, Complex.one_re]
  have h0 := (hasDerivAt_expectation (h.hermS u hu) (h.dS u hu) (h.dψ u hu)).unique
    ((hasDerivAt_const u (1 : ℝ)).congr_of_eventuallyEq hc)
  linarith

/-- Generalized Hellmann–Feynman theorem: the energy is differentiable, with
`e' = Re ⟨ψ, (H' - e S') ψ⟩`. -/
theorem hellmann_feynman (h : OrbitalBranch U H S H1 S1 e ψ ψ1) (hu : u ∈ U) :
    HasDerivAt e (braket (ψ u) (H1 u - (e u : ℂ) • S1 u) (ψ u)).re u := by
  have hb : ∀ t ∈ U, ∀ x, braket x (H t) (ψ t) = (e t : ℂ) * braket x (S t) (ψ t) := by
    intro t ht x
    unfold braket
    rw [h.eigen t ht, dotProduct_smul, smul_eq_mul]
  -- the energy is the expectation value of `H`
  have he : e =ᶠ[𝓝 u] fun t => (braket (ψ t) (H t) (ψ t)).re := by
    filter_upwards [h.isOpen.mem_nhds hu] with t ht
    rw [hb t ht, h.normalized t ht, mul_one, Complex.ofReal_re]
  refine ((hasDerivAt_expectation (h.hermH u hu) (h.dH u hu)
    (h.dψ u hu)).congr_of_eventuallyEq he).congr_deriv ?_
  rw [re_braket_sub_smul, hb u hu, Complex.re_ofReal_mul]
  linear_combination e u * h.normalization_response hu

/-- Second derivative of the orbital energy: if `H'` and `S'` have derivatives `H2` and `S2` at `u`,
then `e'' = Re ⟨ψ, (H'' - e' S' - e S'') ψ⟩ + 2 Re ⟨ψ', (H' - e S') ψ⟩`. -/
theorem force_constant (h : OrbitalBranch U H S H1 S1 e ψ ψ1) (hu : u ∈ U)
    {H2 S2 : Matrix n n ℂ} (dH1 : ∀ i j, HasDerivAt (fun t => H1 t i j) (H2 i j) u)
    (dS1 : ∀ i j, HasDerivAt (fun t => S1 t i j) (S2 i j) u) :
    HasDerivAt (deriv e)
      ((braket (ψ u) (H2 - ((deriv e u : ℝ) : ℂ) • S1 u - (e u : ℂ) • S2) (ψ u)).re
        + 2 * (braket (ψ1 u) (H1 u - (e u : ℂ) • S1 u) (ψ u)).re) u := by
  have hf : deriv e =ᶠ[𝓝 u] fun t =>
      (braket (ψ t) (H1 t) (ψ t)).re - e t * (braket (ψ t) (S1 t) (ψ t)).re := by
    filter_upwards [h.isOpen.mem_nhds hu] with t ht
    rw [(h.hellmann_feynman ht).deriv, re_braket_sub_smul]
  have he : HasDerivAt e (deriv e u) u := (h.hellmann_feynman hu).differentiableAt.hasDerivAt
  -- differentiate the Hellmann–Feynman gradient term by term
  have hA := hasDerivAt_expectation (isHermitian_deriv h.isOpen hu h.hermH (h.dH u hu))
    dH1 (h.dψ u hu)
  have hB := hasDerivAt_expectation (isHermitian_deriv h.isOpen hu h.hermS (h.dS u hu))
    dS1 (h.dψ u hu)
  refine ((hA.fun_sub (he.fun_mul hB)).congr_of_eventuallyEq hf).congr_deriv ?_
  simp only [re_braket_sub_smul]
  ring

/-- Generalized Sternheimer equation: `(H - e S) ψ' = -(H' - e' S - e S') ψ`. -/
theorem sternheimer (h : OrbitalBranch U H S H1 S1 e ψ ψ1) (hu : u ∈ U) :
    (H u - (e u : ℂ) • S u) *ᵥ ψ1 u
      = -((H1 u - ((deriv e u : ℝ) : ℂ) • S u - (e u : ℂ) • S1 u) *ᵥ ψ u) := by
  have he : HasDerivAt e (deriv e u) u := (h.hellmann_feynman hu).differentiableAt.hasDerivAt
  ext i
  have hz : (fun t => ∑ j, (H t i j - (e t : ℂ) * S t i j) * ψ t j) =ᶠ[𝓝 u] fun _ => 0 := by
    filter_upwards [h.isOpen.mem_nhds hu] with t ht
    have hi := congrFun (h.eigen t ht) i
    simp only [Matrix.mulVec, dotProduct, Pi.smul_apply, smul_eq_mul, Finset.mul_sum] at hi
    simp only [sub_mul, Finset.sum_sub_distrib, mul_assoc]
    exact sub_eq_zero.mpr hi
  -- each component of the eigenvalue equation has zero derivative
  have h0 := (HasDerivAt.fun_sum (u := Finset.univ) fun j _ =>
    ((h.dH u hu i j).fun_sub (he.ofReal_comp.fun_mul (h.dS u hu i j))).fun_mul
      (h.dψ u hu j)).unique ((hasDerivAt_const u (0 : ℂ)).congr_of_eventuallyEq hz)
  simp only [Matrix.mulVec, dotProduct, Pi.neg_apply, Matrix.sub_apply, Matrix.smul_apply,
    smul_eq_mul]
  rw [eq_neg_iff_add_eq_zero, ← Finset.sum_add_distrib]
  refine Eq.trans (Finset.sum_congr rfl fun j _ => ?_) h0
  ring

/-- Second derivative of the orbital energy from linear response: in the formula for `e''`, the
derivative `ψ'` can be replaced by any solution `φ` of the Sternheimer equation with
`2 Re ⟨φ, S ψ⟩ + Re ⟨ψ, S' ψ⟩ = 0`. -/
theorem force_constant_of_response (h : OrbitalBranch U H S H1 S1 e ψ ψ1) (hu : u ∈ U)
    {H2 S2 : Matrix n n ℂ} (dH1 : ∀ i j, HasDerivAt (fun t => H1 t i j) (H2 i j) u)
    (dS1 : ∀ i j, HasDerivAt (fun t => S1 t i j) (S2 i j) u) {φ : n → ℂ}
    (hφ : (H u - (e u : ℂ) • S u) *ᵥ φ
      = -((H1 u - ((deriv e u : ℝ) : ℂ) • S u - (e u : ℂ) • S1 u) *ᵥ ψ u))
    (hN : 2 * (braket φ (S u) (ψ u)).re + (braket (ψ u) (S1 u) (ψ u)).re = 0) :
    HasDerivAt (deriv e)
      ((braket (ψ u) (H2 - ((deriv e u : ℝ) : ℂ) • S1 u - (e u : ℂ) • S2) (ψ u)).re
        + 2 * (braket φ (H1 u - (e u : ℂ) • S1 u) (ψ u)).re) u := by
  refine (h.force_constant hu dH1 dS1).congr_deriv ?_
  -- project a Sternheimer equation on an arbitrary orbital
  have key : ∀ x y : n → ℂ, (H u - (e u : ℂ) • S u) *ᵥ y
      = -((H1 u - ((deriv e u : ℝ) : ℂ) • S u - (e u : ℂ) • S1 u) *ᵥ ψ u) →
      (braket x (H u - (e u : ℂ) • S u) y).re
        = -(braket x (H1 u - ((deriv e u : ℝ) : ℂ) • S u - (e u : ℂ) • S1 u) (ψ u)).re := by
    intro x y hy
    unfold braket
    rw [hy, dotProduct_neg, Complex.neg_re]
  have k1 := key (ψ1 u) φ hφ
  have k2 := key φ (ψ1 u) (h.sternheimer hu)
  simp only [re_braket_sub_smul] at k1 k2 ⊢
  rw [re_braket_comm (h.hermH u hu) φ (ψ1 u), re_braket_comm (h.hermS u hu) φ (ψ1 u)] at k2
  linear_combination 2 * k1 - 2 * k2 + deriv e u * (h.normalization_response hu - hN)

end OrbitalBranch

/-- A two-orbital model with displacement-dependent overlap, orbital `(u, 1)` and energy `u²`
satisfies all conditions of an orbital branch on the whole real line. -/
theorem orbitalBranch_witness :
    OrbitalBranch Set.univ
      (fun u : ℝ => !![(1 : ℂ), -(u : ℂ); -(u : ℂ), 2 * ((u : ℂ) * (u : ℂ))])
      (fun u : ℝ => !![(1 : ℂ), -(u : ℂ); -(u : ℂ), 1 + (u : ℂ) * (u : ℂ)])
      (fun u : ℝ => !![(0 : ℂ), -1; -1, 4 * (u : ℂ)])
      (fun u : ℝ => !![(0 : ℂ), -1; -1, 2 * (u : ℂ)])
      (fun u => u ^ 2) (fun u : ℝ => ![(u : ℂ), 1]) (fun _ => ![1, 0]) := by
  have hid : ∀ u : ℝ, HasDerivAt (fun t : ℝ => (t : ℂ)) 1 u := fun u => by
    simpa using (hasDerivAt_id u).ofReal_comp
  refine ⟨isOpen_univ, ?_, ?_, ?_, ?_, ?_, ?_, ?_⟩
  · intro u _
    refine Matrix.IsHermitian.ext fun i j => ?_
    fin_cases i <;> fin_cases j <;> simp
  · intro u _
    refine Matrix.IsHermitian.ext fun i j => ?_
    fin_cases i <;> fin_cases j <;> simp
  · intro u _
    ext i
    fin_cases i <;> simp [Matrix.mulVec, dotProduct, Fin.sum_univ_two]
    ring
  · intro u _
    simp [braket_eq_sum, Fin.sum_univ_two]
  · intro u _ i j
    fin_cases i <;> fin_cases j
    · exact hasDerivAt_const u (1 : ℂ)
    · exact (hid u).fun_neg
    · exact (hid u).fun_neg
    · exact (((hid u).fun_mul (hid u)).const_mul 2).congr_deriv
        (show (2 : ℂ) * (1 * (u : ℂ) + (u : ℂ) * 1) = 4 * (u : ℂ) by ring)
  · intro u _ i j
    fin_cases i <;> fin_cases j
    · exact hasDerivAt_const u (1 : ℂ)
    · exact (hid u).fun_neg
    · exact (hid u).fun_neg
    · exact (((hid u).fun_mul (hid u)).const_add 1).congr_deriv
        (show (1 : ℂ) * (u : ℂ) + (u : ℂ) * 1 = 2 * (u : ℂ) by ring)
  · intro u _ i
    fin_cases i
    · exact hid u
    · exact hasDerivAt_const u (1 : ℂ)

end UltrasoftLatticeDynamics
```

```lean
#print axioms UltrasoftLatticeDynamics.OrbitalBranch.force_constant_of_response
-- 'UltrasoftLatticeDynamics.OrbitalBranch.force_constant_of_response' depends on axioms: [propext, Classical.choice, Quot.sound]
```

**From the derivation to the code.** `hasDerivAt_expectation` is the product rule; it uses `re_braket_comm` to merge the two orbital terms into one. `normalization_response` compares the derivative of $\langle\psi,S\psi\rangle$ with that of the constant 1, by uniqueness of derivatives. `hellmann_feynman` is (2), and its closing `linear_combination` adds $e$ times (1).

For (3), `isHermitian_deriv` supplies the Hermiticity of $H'$ and $S'$. Because (2) holds near `u` and not only at it, `force_constant` can differentiate it. `sternheimer` differentiates each component of the eigenvalue equation. In `force_constant_of_response`, `key` pairs (4) with an arbitrary orbital, `k1` and `k2` are the two pairings above, and `linear_combination` subtracts them and uses (1) for both vectors.

`orbitalBranch_witness` gives a two-orbital example with $e=u^2$. There the first term of (3) is $4-2u^2$ and the response term is $-2+2u^2$, which add up to 2.

**Why equation (4) alone is not enough.** Take one basis function with $H=u$, $S=1$, $\psi=1$ and $e=u$, so $e''=0$. Equation (4) reads $0\cdot\varphi=0$ and accepts $\varphi=1$, for which the formula returns 2. Condition (1) demands $\mathrm{Re}\,\varphi=0$ and restores the correct value.

**To compute a suitable $\varphi$ for one level**, one can solve (4) for a part $\varphi_\perp$ with $\langle\psi,S\varphi_\perp\rangle=0$, and then set

$$\varphi=\varphi_\perp-\tfrac12\langle\psi,S'\psi\rangle\,\psi .$$

The added term leaves (4) intact, because $(H-eS)\psi=0$, and it makes $\varphi$ satisfy (1). The response part of $e''$ is then $2\,\mathrm{Re}\langle\varphi,(H'-eS')\psi\rangle$. Density-functional perturbation codes usually solve a version of (4) projected onto the unoccupied states, and treat the components along occupied orbitals separately. There $H'$ also contains the induced potential, so the solve is repeated until that potential has converged. For a self-consistent eigenvalue, $H''$ would likewise contain the second-order induced potential, which does depend on $\psi''$; formula (3) avoids $\psi''$ only when $H''$ is given.
